# Discrete sine closure and an exactly invertible ℓ = 0 Bessel transform on a uniform radial grid

For an integer $N\ge 2$ and integers $i,j$ between $1$ and $N-1$,

$$\frac{2}{N}\sum_{k=1}^{N-1}\sin\frac{\pi i k}{N}\,\sin\frac{\pi j k}{N}=\delta_{ij},$$

where $\delta_{ij}$ is $1$ if $i=j$ and $0$ otherwise. It follows that a discrete Bessel transform of angular momentum $\ell=0$, taken in a spherical box with $N$ equal radial intervals, can be inverted exactly at the interior grid points.

```lean
import Mathlib

open Finset
open scoped Real

namespace DiscreteRadialBessel

noncomputable section
```

## Sine modes and the radial box

The sine with mode number $i$ takes the value $s_i(k)=\sin(\pi i k/N)$ at grid point $k$. In Lean, mode numbers and grid points are natural numbers, and the values are real.

```lean
/-- The sine wave with mode number `i` at grid point `k`, for a box divided into
`N > 0` intervals. -/
def gridMode (N i k : ℕ) : ℝ := Real.sin (π * i * k / N)
```

A box of radius $R>0$ has grid radii $r_k=kR/N$.

```lean
/-- The radius of grid point `k` in a box of radius `R` divided into `N > 0` intervals. -/
def gridRadius (R : ℝ) (N k : ℕ) : ℝ := k * R / N
```

The spherical Bessel function $j_0(x)=\sin x/x$, with $j_0(0)=1$, is Mathlib's `Real.sinc`. Requiring $j_0(qR)=0$, a hard wall at $R$, gives the wavenumbers $q_i=i\pi/R$ for $i\ge1$.

```lean
/-- The wavenumber `iπ/R`; for `i ≥ 1` it belongs to an `l = 0` mode that vanishes at the wall of a
box of radius `R > 0`. -/
def boxWavenumber (R : ℝ) (i : ℕ) : ℝ := i * π / R
```

The integral $\int_0^R r^2 j_0(q_ir)f(r)\,dr$, discretised with spacing $R/N$, becomes

$$F_i=\frac{R}{N}\sum_{k=1}^{N-1} r_k^2\, j_0(q_i r_k)\, f_k .$$

The function `f : ℕ → ℝ` is arbitrary, but only its values at interior points enter.

```lean
/-- The discrete `l = 0` Bessel transform of the grid values `f`, with volume weight `r²`
and kernel `j₀(qr) = sinc(qr)`, for `N > 0` and `R > 0`. -/
def boxTransform (R : ℝ) (N : ℕ) (f : ℕ → ℝ) (i : ℕ) : ℝ :=
  (R / N) * ∑ k ∈ Ico 1 N, gridRadius R N k ^ 2 *
    Real.sinc (boxWavenumber R i * gridRadius R N k) * f k
```

In the continuum $\int_0^R r^2 j_0(q_ir)^2dr=R/(2q_i^2)$, which fixes the weight of the expansion back to real space:

$$\tilde f_k=\frac{2}{R}\sum_{i=1}^{N-1} q_i^2\, j_0(q_i r_k)\,F_i .$$

```lean
/-- The synthesis of grid values from the amplitudes `F`, with weight `q²` and kernel
`j₀(qr)`, for `N > 0` and `R > 0`. -/
def boxSynthesis (R : ℝ) (N : ℕ) (F : ℕ → ℝ) (k : ℕ) : ℝ :=
  (2 / R) * ∑ i ∈ Ico 1 N, boxWavenumber R i ^ 2 *
    Real.sinc (boxWavenumber R i * gridRadius R N k) * F i
```

## Summing equally spaced cosines

For any angle $\theta$,

$$2\sin\tfrac{\theta}{2}\cos k\theta=\sin\big((k+\tfrac12)\theta\big)-\sin\big((k-\tfrac12)\theta\big).$$

Adding these for $k=0,\dots,n-1$ leaves only the two ends:

$$2\sin\tfrac{\theta}{2}\sum_{k=0}^{n-1}\cos k\theta=\sin\big(n\theta-\tfrac{\theta}{2}\big)+\sin\tfrac{\theta}{2}.$$

The Lean proof is an induction on $n$, whose step is the first identity.

```lean
/-- A sum of equally spaced cosines telescopes after multiplication by twice the sine of
half the spacing. -/
theorem cosine_telescope (θ : ℝ) (n : ℕ) :
    2 * Real.sin (θ / 2) * ∑ k ∈ range n, Real.cos (k * θ) =
      Real.sin (n * θ - θ / 2) + Real.sin (θ / 2) := by
  induction n with
  | zero => simp
  | succ n ih =>
    have e : ((n + 1 : ℕ) : ℝ) * θ - θ / 2 = n * θ + θ / 2 := by push_cast; ring
    rw [sum_range_succ, mul_add, ih, e, Real.sin_add, Real.sin_sub]
    ring
```

Now set $\theta=\pi m/N$ and $n=N$, with $m$ an integer. Since $\sin m\pi=0$,

$$\sin\big(m\pi-\tfrac{\theta}{2}\big)=-\cos(m\pi)\sin\tfrac{\theta}{2}.$$

The factor $\sin(\theta/2)=\sin(\pi m/2N)$ vanishes only when $2N$ divides $m$. Otherwise it can be divided out:

$$C_m:=\sum_{k=0}^{N-1}\cos\frac{\pi m k}{N}=\frac{1-\cos m\pi}{2}.$$

The sum is therefore $0$ for even $m$ and $1$ for odd $m$. In the code, `hs` establishes that the factor is nonzero, and `mul_left_cancel₀` performs the division.

```lean
/-- On a grid of `N > 0` intervals, a cosine wave whose integer mode number `m` is not a multiple of
`2N` sums to `(1 - cos mπ)/2` over the grid points `0` to `N - 1`. -/
theorem cosine_sum (N : ℕ) (m : ℤ) (hN : 0 < N) (hm : ¬ (2 * (N : ℤ)) ∣ m) :
    ∑ k ∈ range N, Real.cos (π * m * k / N) = (1 - Real.cos (m * π)) / 2 := by
  have hN' : (N : ℝ) ≠ 0 := by exact_mod_cast hN.ne'
  -- the telescoping factor vanishes only at multiples of 2N
  have hs : Real.sin (π * m / N / 2) ≠ 0 := by
    intro h
    obtain ⟨n, hn⟩ := Real.sin_eq_zero_iff.mp h
    apply hm
    refine ⟨n, ?_⟩
    have h3 : π * (m : ℝ) = π * (2 * N * n) := by
      calc π * (m : ℝ) = (π * m / N / 2) * (2 * N) := by field_simp
        _ = π * (2 * N * n) := by rw [← hn]; ring
    have h2 : (m : ℝ) = 2 * N * n := mul_left_cancel₀ Real.pi_ne_zero h3
    exact_mod_cast h2
  have h := cosine_telescope (π * m / N) N
  have e : (N : ℝ) * (π * m / N) = m * π := by field_simp
  rw [e, Real.sin_sub, Real.sin_int_mul_pi] at h
  have hsum : ∑ k ∈ range N, Real.cos (π * m * k / N) =
      ∑ k ∈ range N, Real.cos (k * (π * m / N)) :=
    sum_congr rfl fun k _ => by congr 1; ring
  rw [hsum]
  apply mul_left_cancel₀ (mul_ne_zero two_ne_zero hs)
  rw [h]
  ring
```

## Orthonormality of the sine modes

The term $k=0$ of the overlap is zero, so it may be included. The product formula for sines then gives

$$2\sum_{k=1}^{N-1}s_i(k)s_j(k)=C_{i-j}-C_{i+j}.$$

Because $0<i+j<2N$, the cosine sum formula applies to $C_{i+j}$.

- If $i=j$, then $C_0=N$, since every term is $1$, and $C_{2i}=0$. The overlap is $N/2$.
- If $i\ne j$, then $0<|i-j|<2N$, so the formula applies to $C_{i-j}$ as well. The numbers $i-j$ and $i+j$ have the same parity, so the two sums are equal and the overlap is $0$.

Multiplication by $2/N$ gives $\delta_{ij}$.

In the theorem, `i ∈ Ico 1 N` means $1\le i<N$, and likewise for `j`; these hypotheses already force $N\ge2$. The steps `hr` and `hp` add the origin and apply the product formula, `split_ifs` separates the two cases, and `c` evaluates or compares the cosines of multiples of $\pi$.

```lean
/-- Discrete closure: sine modes numbered from `1` to `N - 1` are orthonormal on the
interior grid points with weight `2/N`. -/
theorem sine_closure {N i j : ℕ} (hi : i ∈ Ico 1 N) (hj : j ∈ Ico 1 N) :
    (2 / (N : ℝ)) * ∑ k ∈ Ico 1 N, gridMode N i k * gridMode N j k =
      if i = j then 1 else 0 := by
  rw [mem_Ico] at hi hj
  have hN : 0 < N := by omega
  have hN' : (N : ℝ) ≠ 0 := by exact_mod_cast hN.ne'
  -- the origin contributes nothing
  have hr : ∑ k ∈ range N, gridMode N i k * gridMode N j k =
      ∑ k ∈ Ico 1 N, gridMode N i k * gridMode N j k := by
    rw [range_eq_Ico, sum_eq_sum_Ico_succ_bot hN]
    simp [gridMode]
  -- product of sines as a difference of cosines
  have hp : 2 * ∑ k ∈ range N, gridMode N i k * gridMode N j k =
      ∑ k ∈ range N, Real.cos (π * (((i : ℤ) - (j : ℤ) : ℤ) : ℝ) * k / N) -
      ∑ k ∈ range N, Real.cos (π * (((i : ℤ) + (j : ℤ) : ℤ) : ℝ) * k / N) := by
    rw [mul_sum, ← sum_sub_distrib]
    refine sum_congr rfl fun k _ => ?_
    have a : π * (((i : ℤ) - (j : ℤ) : ℤ) : ℝ) * k / N =
        π * i * k / N - π * j * k / N := by push_cast; ring
    have b : π * (((i : ℤ) + (j : ℤ) : ℤ) : ℝ) * k / N =
        π * i * k / N + π * j * k / N := by push_cast; ring
    rw [a, b, Real.cos_sub, Real.cos_add]
    unfold gridMode
    ring
  have hplus := cosine_sum N ((i : ℤ) + (j : ℤ)) hN (by
    intro h
    have := Int.le_of_dvd (by omega) h
    omega)
  rw [hr, hplus] at hp
  split_ifs with hij
  · subst hij
    have c := Real.cos_nat_mul_two_pi i
    rw [show (i : ℝ) * (2 * π) = (((i : ℤ) + (i : ℤ) : ℤ) : ℝ) * π by
      push_cast; ring] at c
    have z : ∑ k ∈ range N,
        Real.cos (π * (((i : ℤ) - (i : ℤ) : ℤ) : ℝ) * k / N) = N := by simp
    rw [z, c] at hp
    have hp' : 2 * ∑ k ∈ Ico 1 N, gridMode N i k * gridMode N i k = N := by linarith
    rw [div_mul_eq_mul_div, hp', div_self hN']
  · have hminus := cosine_sum N ((i : ℤ) - (j : ℤ)) hN (by
      intro h
      rcases lt_or_gt_of_ne hij with hlt | hgt
      · have := Int.le_of_dvd (by omega) (dvd_neg.mpr h)
        omega
      · have := Int.le_of_dvd (by omega) h
        omega)
    -- i - j and i + j have the same parity
    have c : Real.cos ((((i : ℤ) - (j : ℤ) : ℤ) : ℝ) * π) =
        Real.cos ((((i : ℤ) + (j : ℤ) : ℤ) : ℝ) * π) := by
      push_cast
      rw [sub_mul, add_mul, Real.cos_sub, Real.cos_add, Real.sin_nat_mul_pi]
      ring
    rw [hminus, c] at hp
    have hp' : 2 * ∑ k ∈ Ico 1 N, gridMode N i k * gridMode N j k = 0 := by linarith
    rw [div_mul_eq_mul_div, hp', zero_div]
```

## Why the mode numbers stop at N − 1

If $i+i'=2N$, then $\pi i'k/N=2\pi k-\pi ik/N$, and hence $s_{i'}(k)=-s_i(k)$ at every grid point. The grid cannot tell these modes apart except by sign. For $i=i'=N$ the relation reads $s_N(k)=-s_N(k)$, so mode $N$ vanishes at every grid point.

This breaks closure as soon as the upper bound on $j$ is dropped. Take $N=2$, $i=1$, $j=3$. The only interior point is $k=1$, and the left-hand side is $\sin\frac{\pi}{2}\sin\frac{3\pi}{2}=-1$, although $i\neq j$.

```lean
/-- On a grid with `N > 0`, two modes whose numbers add up to `2N` differ only by a sign
at every grid point. -/
theorem mode_aliasing {N i i' : ℕ} (hN : 0 < N) (h : i + i' = 2 * N) (k : ℕ) :
    gridMode N i' k = -gridMode N i k := by
  have hN' : (N : ℝ) ≠ 0 := by exact_mod_cast hN.ne'
  have h1 : (i : ℝ) + i' = 2 * N := by exact_mod_cast h
  have h2 : (i' : ℝ) = 2 * N - i := by linarith
  have e : π * i' * k / N = k * (2 * π) - π * i * k / N := by
    calc π * i' * k / N = k * (2 * π) * ((N : ℝ) / N) - π * i * k / N := by
          rw [h2]; ring
      _ = k * (2 * π) - π * i * k / N := by rw [div_self hN', mul_one]
  unfold gridMode
  rw [e, Real.sin_nat_mul_two_pi_sub]
```

## From sines to Bessel functions

The box radius drops out of the product $q_ir_k=\pi ik/N$, and $x\,j_0(x)=\sin x$ for every real $x$, including $x=0$. Hence

$$q_ir_k\,j_0(q_ir_k)=s_i(k).$$

Lean treats $x=0$ separately, because the quotient formula for `Real.sinc` needs $x\neq0$.

```lean
/-- In a box of radius `R > 0`, the function `j₀(qr)` multiplied by `qr` is the sine mode
on the grid. -/
theorem reduced_wave {R : ℝ} (hR : 0 < R) (N i k : ℕ) :
    boxWavenumber R i * gridRadius R N k *
      Real.sinc (boxWavenumber R i * gridRadius R N k) = gridMode N i k := by
  have e : boxWavenumber R i * gridRadius R N k = π * i * k / N := by
    calc boxWavenumber R i * gridRadius R N k = (π * i * k / N) * (R / R) := by
          unfold boxWavenumber gridRadius; ring
      _ = π * i * k / N := by rw [div_self hR.ne', mul_one]
  rw [e]
  unfold gridMode
  generalize π * (i : ℝ) * k / N = x
  by_cases h : x = 0
  · simp [h]
  · rw [Real.sinc_of_ne_zero h]
    field_simp
```

## Exact recovery at the interior points

Insert $F_i$ into $\tilde f_k$, multiply by $r_k$, and use the last identity twice. With $l$ as a second grid index (here not the angular momentum),

$$r_k\tilde f_k=\sum_{l=1}^{N-1}\Big[\frac{2}{N}\sum_{i=1}^{N-1}s_i(k)s_i(l)\Big]r_lf_l .$$

The bracket sums over modes rather than grid points, but $s_i(k)=s_k(i)$, so closure makes it $\delta_{kl}$. What remains is $r_k\tilde f_k=r_kf_k$, and $r_k\ne0$ gives $\tilde f_k=f_k$. The `calc` block follows this order: exchange the sums, apply `sine_closure`, collapse the Kronecker delta.

The theorem concerns $1\le k\le N-1$ only. It makes no statement about the origin, the wall, points between grid points, or how closely $F_i$ approximates the continuous integral. If a calculation moves $s$-type radial functions between real and reciprocal space with exactly these two sums, keeping all $N-1$ modes, the round trip itself adds no discretisation error to the interior values.

```lean
/-- In a box of radius `R > 0`, the discrete `l = 0` Bessel transform followed by synthesis
returns the value of any function at each interior grid point. -/
theorem synthesis_transform {R : ℝ} (hR : 0 < R) {N k : ℕ} (f : ℕ → ℝ)
    (hk : k ∈ Ico 1 N) : boxSynthesis R N (boxTransform R N f) k = f k := by
  have hk' := mem_Ico.mp hk
  have hk0 : (0 : ℝ) < k := by exact_mod_cast (show 0 < k by omega)
  have hN0 : (0 : ℝ) < N := by exact_mod_cast (show 0 < N by omega)
  have hr : gridRadius R N k ≠ 0 := by unfold gridRadius; positivity
  have hw : 2 / R * (R / N) = 2 / (N : ℝ) := by field_simp
  have symm : ∀ a b : ℕ, gridMode N a b = gridMode N b a := fun a b => by
    unfold gridMode; congr 1; ring
  apply mul_left_cancel₀ hr
  calc gridRadius R N k * boxSynthesis R N (boxTransform R N f) k
      = ∑ l ∈ Ico 1 N, ((2 / (N : ℝ)) * ∑ i ∈ Ico 1 N, gridMode N k i * gridMode N l i) *
          (gridRadius R N l * f l) := by
        unfold boxSynthesis boxTransform
        simp only [mul_sum, sum_mul]
        rw [sum_comm]
        refine sum_congr rfl fun l _ => sum_congr rfl fun i _ => ?_
        rw [symm k i, symm l i, ← reduced_wave hR N i k, ← reduced_wave hR N i l]
        linear_combination (gridRadius R N k * boxWavenumber R i ^ 2 *
          Real.sinc (boxWavenumber R i * gridRadius R N k) * gridRadius R N l ^ 2 *
          Real.sinc (boxWavenumber R i * gridRadius R N l) * f l) * hw
    _ = ∑ l ∈ Ico 1 N, (if k = l then 1 else 0) * (gridRadius R N l * f l) :=
        sum_congr rfl fun l hl => by rw [sine_closure hk hl]
    _ = gridRadius R N k * f k := by
        simp only [ite_mul, one_mul, zero_mul, sum_ite_eq]
        exact if_pos hk
```

## Equality of norms in real and reciprocal space

Replace one factor $f_k$ in the discrete squared norm by $\tilde f_k$ and exchange the sums:

$$\frac{R}{N}\sum_{k=1}^{N-1} r_k^2f_k^2=\frac{2}{R}\sum_{i=1}^{N-1} q_i^2F_i\Big[\frac{R}{N}\sum_{k=1}^{N-1} r_k^2j_0(q_ir_k)f_k\Big]=\frac{2}{R}\sum_{i=1}^{N-1} q_i^2F_i^2 .$$

This is a Parseval identity for real functions on the grid; its left side is the discretised $\int_0^R r^2f(r)^2dr$. The Lean proof makes the same replacement with `synthesis_transform` and the same exchange with `sum_comm`. The theorem allows every natural number $N$; for $N\le1$ there are no interior points and both sides are zero.

```lean
/-- Discrete Parseval identity: in a box of radius `R > 0`, the `r²`-weighted norm on the
interior grid equals the `q²`-weighted norm of the Bessel amplitudes. -/
theorem parseval {R : ℝ} (hR : 0 < R) (N : ℕ) (f : ℕ → ℝ) :
    (R / N) * ∑ k ∈ Ico 1 N, gridRadius R N k ^ 2 * f k ^ 2 =
      (2 / R) * ∑ i ∈ Ico 1 N, boxWavenumber R i ^ 2 * boxTransform R N f i ^ 2 := by
  -- replace one factor f by its synthesis, then exchange the sums
  calc (R / N) * ∑ k ∈ Ico 1 N, gridRadius R N k ^ 2 * f k ^ 2
      = (R / N) * ∑ k ∈ Ico 1 N, gridRadius R N k ^ 2 * f k *
          boxSynthesis R N (boxTransform R N f) k := by
        congr 1
        refine sum_congr rfl fun k hk => ?_
        rw [synthesis_transform hR f hk]
        ring
    _ = (2 / R) * ∑ i ∈ Ico 1 N, boxWavenumber R i ^ 2 * boxTransform R N f i ^ 2 := by
        have h : ∀ i, boxTransform R N f i ^ 2 = boxTransform R N f i *
            ((R / N) * ∑ k ∈ Ico 1 N, gridRadius R N k ^ 2 *
              Real.sinc (boxWavenumber R i * gridRadius R N k) * f k) := fun i => sq _
        simp only [h, boxSynthesis, mul_sum]
        rw [sum_comm]
        refine sum_congr rfl fun i _ => sum_congr rfl fun k _ => ?_
        ring

end

end DiscreteRadialBessel
```

```lean
#print axioms DiscreteRadialBessel.sine_closure
#print axioms DiscreteRadialBessel.mode_aliasing
#print axioms DiscreteRadialBessel.parseval
```

```
'DiscreteRadialBessel.sine_closure' depends on axioms: [propext, Classical.choice, Quot.sound]
'DiscreteRadialBessel.mode_aliasing' depends on axioms: [propext, Classical.choice, Quot.sound]
'DiscreteRadialBessel.parseval' depends on axioms: [propext, Classical.choice, Quot.sound]
```
